# The product of two density matrices determines the squared overlaps of corresponding orbitals

Let A and B be m × n complex matrices with orthonormal columns, each column holding one orbital in an orthonormal basis. Put P = A Aᴴ and Q = B Bᴴ, where ᴴ is the conjugate transpose. Then

X^n · charpoly(PQ) = X^m · charpoly(Aᴴ B Bᴴ A).

If unitary rotations within the two sets bring them to corresponding form, with pair overlaps s₁, …, sₙ ≥ 0, then

charpoly(PQ) = X^(m−n) · ∏ᵢ (X − sᵢ²).

Once n is known, the squared overlaps can therefore be read from PQ without the orbitals. If the columns of A and of B are the occupied spin orbitals of two Slater determinants, the product of the sᵢ is the modulus of the overlap of the determinants.

## Orbitals as columns, densities as matrices

```lean
import Mathlib

open Matrix Polynomial

namespace CorrespondingOverlaps

noncomputable section

variable {ι κ μ : Type*} [Fintype ι] [DecidableEq ι] [Fintype κ] [DecidableEq κ]
  [Fintype μ]
```

The first line loads Mathlib, Lean's mathematical library. The `variable` line introduces three finite index sets: `ι` labels the m basis functions, `κ` labels n orbitals, and `μ` labels a second set of orbitals whose number may differ from n. In Lean, `Fintype.card ι` is m and `Fintype.card κ` is n.

```lean
/-- The one-particle density matrix `A Aᴴ` of the orbitals in the columns of `A`. -/
def density (A : Matrix ι μ ℂ) : Matrix ι ι ℂ := A * Aᴴ
```

The type `Matrix ι μ ℂ` means a complex matrix with rows labelled by `ι` and columns by `μ`. The definition is P = A Aᴴ, with no occupation factor of 2 for spin. The formula can be written for any A, but it is the density matrix of a Slater determinant with these occupied orbitals only when the columns are orthonormal; P is then the projector onto the space they span. Using Aᴴ without an overlap matrix fixes the convention that the basis is orthonormal.

```lean
/-- The unitary rotations `U` and `V` bring the orbital sets `A` and `B` to corresponding
form: rotated orbitals overlap only in pairs, with non-negative overlaps `s`. -/
structure IsCorresponding (A B : Matrix ι κ ℂ) (U V : Matrix κ κ ℂ) (s : κ → ℝ) : Prop where
  left_unitary : Uᴴ * U = 1
  right_unitary : Vᴴ * V = 1
  nonneg : ∀ i, 0 ≤ s i
  paired : (A * U)ᴴ * (B * V) = diagonal (fun i => (s i : ℂ))
```

A `structure` of type `Prop` is a bundle of conditions. Here they are

Uᴴ U = 1, Vᴴ V = 1, sᵢ ≥ 0, (AU)ᴴ (BV) = diag(s₁, …, sₙ).

The rotated orbital i of the first set overlaps only with the rotated orbital i of the second. Both sets have n members, so the α and β orbitals of an unrestricted determinant can be compared through this definition only when they are equal in number. That suitable U, V and s exist is the singular value decomposition of Aᴴ B; the theorems below take them as given.

## Exchanging rectangular factors

```lean
/-- The characteristic polynomials of the density product and of the small matrix
`Aᴴ B Bᴴ A` agree up to powers of `X` that account for the two dimensions. -/
theorem charpoly_density_mul (A : Matrix ι κ ℂ) (B : Matrix ι μ ℂ) :
    X ^ Fintype.card κ * (density A * density B).charpoly
      = X ^ Fintype.card ι * (Aᴴ * (B * Bᴴ) * A).charpoly := by
  -- move the rectangular factor `A` from the front to the back
  have h := Matrix.charpoly_mul_comm' A (Aᴴ * (B * Bᴴ))
  rw [← Matrix.mul_assoc A Aᴴ (B * Bᴴ)] at h
  exact h
```

This is the first identity of the opening, in greater generality: B may have any number of columns, and neither set need be orthonormal. `X` is the polynomial variable.

By hand, take an m × n matrix F and an n × m matrix G, and consider the block matrix with rows (X·1, F) and (G, 1). Eliminating the lower right block gives its determinant as

det(X·1 − FG).

Eliminating the upper left block instead, with division by X allowed, gives

X^m · det(1 − GF/X) = X^m · X^(−n) · det(X·1 − GF).

Equating the two and multiplying by X^n yields

X^n · charpoly(FG) = X^m · charpoly(GF).

With F = A and G = Aᴴ B Bᴴ, FG is PQ and GF is Aᴴ B Bᴴ A. In Lean, `Matrix.charpoly_mul_comm'` supplies the exchange rule, `rw` (rewrite) moves the brackets, and `exact h` delivers the result.

```lean
omit [DecidableEq ι] in
/-- The number of orthonormal orbitals is at most the dimension of the one-particle space. -/
theorem card_orbitals_le (A : Matrix ι κ ℂ) (hA : Aᴴ * A = 1) :
    Fintype.card κ ≤ Fintype.card ι := by
  have h : (Aᴴ * A).rank ≤ A.rank := Matrix.rank_mul_le_right _ _
  rw [hA, Matrix.rank_one] at h
  exact h.trans A.rank_le_card_height
```

The hypothesis `hA : Aᴴ * A = 1` says that the columns of A are orthonormal. The conclusion is n ≤ m: a space of dimension m holds at most m orthonormal orbitals. By hand,

n = rank(1) = rank(Aᴴ A) ≤ rank(A) ≤ m,

and the proof follows this chain from left to right.

## From the small matrix to the squared overlaps

```lean
/-- The characteristic polynomial of a diagonal matrix is the product of its linear factors. -/
theorem charpoly_diag (d : κ → ℂ) :
    (diagonal d).charpoly = ∏ i, (X - C (d i)) := by
  have h : (diagonal d).charmatrix = diagonal (fun i => X - C (d i)) := by
    ext1 i j
    by_cases hij : i = j
    · subst hij
      simp
    · simp [hij]
  rw [Matrix.charpoly, h, Matrix.det_diagonal]
```

For a diagonal matrix, X·1 − diag(d) is again diagonal, with entries X − dᵢ, so its determinant is

∏ᵢ (X − dᵢ).

Lean writes `C (d i)` for the number dᵢ regarded as a constant polynomial. The proof checks the diagonal and off-diagonal entries separately, then takes the determinant.

```lean
omit [DecidableEq ι] in
/-- The characteristic polynomial of `Aᴴ B Bᴴ A` is the product of the factors `X - sᵢ²`
over the corresponding overlaps. -/
theorem charpoly_overlap {A B : Matrix ι κ ℂ} {U V : Matrix κ κ ℂ} {s : κ → ℝ}
    (h : IsCorresponding A B U V s) :
    (Aᴴ * (B * Bᴴ) * A).charpoly = ∏ i, (X - C ((s i : ℂ) ^ 2)) := by
  have hU : U * Uᴴ = 1 := mul_eq_one_comm.mp h.left_unitary
  have hV : V * Vᴴ = 1 := mul_eq_one_comm.mp h.right_unitary
  set D : Matrix κ κ ℂ := diagonal (fun i => (s i : ℂ)) with hDdef
  -- singular value form of the overlap matrix
  have hS : Aᴴ * B = U * D * Vᴴ := by
    calc Aᴴ * B = (U * Uᴴ) * (Aᴴ * B) * (V * Vᴴ) := by
          rw [hU, hV, Matrix.one_mul, Matrix.mul_one]
      _ = U * ((A * U)ᴴ * (B * V)) * Vᴴ := by
          simp only [Matrix.conjTranspose_mul, Matrix.mul_assoc]
      _ = U * D * Vᴴ := by rw [h.paired]
  have hD : D * Dᴴ = diagonal (fun i => (s i : ℂ) ^ 2) := by
    rw [hDdef, Matrix.diagonal_conjTranspose, Matrix.diagonal_mul_diagonal]
    congr 1
    funext i
    simp [pow_two]
  have hM : Aᴴ * (B * Bᴴ) * A = U * (D * Dᴴ * Uᴴ) := by
    calc Aᴴ * (B * Bᴴ) * A = (Aᴴ * B) * (Aᴴ * B)ᴴ := by
          simp only [Matrix.conjTranspose_mul, Matrix.conjTranspose_conjTranspose,
            Matrix.mul_assoc]
      _ = U * (D * (Vᴴ * V) * Dᴴ * Uᴴ) := by
          rw [hS]
          simp only [Matrix.conjTranspose_mul, Matrix.conjTranspose_conjTranspose,
            Matrix.mul_assoc]
      _ = U * (D * Dᴴ * Uᴴ) := by rw [h.right_unitary, Matrix.mul_one]
  -- the rotation `U` drops out of the characteristic polynomial
  rw [hM, Matrix.charpoly_mul_comm, Matrix.mul_assoc (D * Dᴴ), h.left_unitary,
    Matrix.mul_one, hD, charpoly_diag]
```

The theorem says that charpoly(Aᴴ B Bᴴ A) = ∏ᵢ (X − sᵢ²). Write D = diag(s). Since U and V are square, Uᴴ U = 1 and Vᴴ V = 1 also give U Uᴴ = 1 and V Vᴴ = 1. Inserting these identities around the overlap matrix gives

Aᴴ B = U Uᴴ Aᴴ B V Vᴴ = U (AU)ᴴ (BV) Vᴴ = U D Vᴴ.

This is the step `hS`. Multiplying by the conjugate transpose gives `hM`:

Aᴴ B Bᴴ A = U D Vᴴ V Dᴴ Uᴴ = U D Dᴴ Uᴴ.

Because the sᵢ are real, D Dᴴ = diag(s²), which is `hD`. A characteristic polynomial is unchanged when two square factors are exchanged, so U can be moved to the end, where Uᴴ U = 1 removes it:

charpoly(U D Dᴴ Uᴴ) = charpoly(D Dᴴ Uᴴ U) = charpoly(diag(s²)).

The diagonal formula finishes the argument. Each `calc` block in the code is a chain of equalities like those above, with a justification for every link.

## The spectrum of the density product

```lean
/-- For orthonormal orbitals `A`, the characteristic polynomial of the density product is
the product of the factors `X - sᵢ²` over the corresponding overlaps, times one factor `X`
for each remaining dimension. -/
theorem charpoly_density_mul_eq {A B : Matrix ι κ ℂ} {U V : Matrix κ κ ℂ} {s : κ → ℝ}
    (hA : Aᴴ * A = 1) (h : IsCorresponding A B U V s) :
    (density A * density B).charpoly
      = X ^ (Fintype.card ι - Fintype.card κ) * ∏ i, (X - C ((s i : ℂ) ^ 2)) := by
  have hX : (X : ℂ[X]) ^ Fintype.card κ ≠ 0 := pow_ne_zero _ X_ne_zero
  apply mul_left_cancel₀ hX
  rw [charpoly_density_mul, charpoly_overlap h, ← mul_assoc, ← pow_add,
    Nat.add_sub_of_le (card_orbitals_le A hA)]
```

Combining the two previous results gives

X^n · charpoly(PQ) = X^m · ∏ᵢ (X − sᵢ²).

Since n ≤ m, the right side is X^n · X^(m−n) · ∏ᵢ (X − sᵢ²), and the non-zero polynomial X^n can be cancelled:

charpoly(PQ) = X^(m−n) · ∏ᵢ (X − sᵢ²).

In Lean, `mul_left_cancel₀` performs the cancellation by asking for the equation with X^n restored on both sides; the `rw` steps then prove that equation.

Orthonormality of A enters only through n ≤ m, and B need not be orthonormal at all. Without the condition on A the formula can fail. Take m = 1, n = 2 and A = B = (1 0), with U = V = 1 and s = (1, 0). Then PQ = 1 has characteristic polynomial X − 1. Subtraction of natural numbers in Lean stops at zero, so the right side would be (X − 1)X, which is a different polynomial.

```lean
omit [DecidableEq κ] in
/-- The roots of a product of linear factors are the listed values, with multiplicity. -/
theorem roots_prod_linear (f : κ → ℂ) :
    (∏ i, (X - C (f i))).roots = Finset.univ.val.map f := by
  have h : ∏ i, (X - C (f i))
      = ((Finset.univ.val.map f).map (fun a => X - C a)).prod := by
    rw [Multiset.map_map]
    rfl
  rw [h, roots_multiset_prod_X_sub_C]
```

The roots of ∏ᵢ (X − fᵢ) are the numbers fᵢ. Lean collects them in a multiset, a list without order in which repetitions count. The expression `Finset.univ.val.map f` is the multiset of all values fᵢ.

```lean
/-- For orthonormal orbitals `A`, the eigenvalues of the density product, counted as roots of
its characteristic polynomial, are the squared corresponding overlaps and a zero for each
remaining dimension. -/
theorem roots_density_mul {A B : Matrix ι κ ℂ} {U V : Matrix κ κ ℂ} {s : κ → ℝ}
    (hA : Aᴴ * A = 1) (h : IsCorresponding A B U V s) :
    (density A * density B).charpoly.roots
      = Multiset.replicate (Fintype.card ι - Fintype.card κ) 0
        + Finset.univ.val.map (fun i => (s i : ℂ) ^ 2) := by
  have hne : (X : ℂ[X]) ^ (Fintype.card ι - Fintype.card κ)
      * ∏ i, (X - C ((s i : ℂ) ^ 2)) ≠ 0 :=
    mul_ne_zero (pow_ne_zero _ X_ne_zero)
      (Finset.prod_ne_zero_iff.mpr fun i _ => X_sub_C_ne_zero _)
  rw [charpoly_density_mul_eq hA h, roots_mul hne, roots_X_pow, roots_prod_linear,
    Multiset.nsmul_singleton]
```

The eigenvalues of PQ, with algebraic multiplicity, are

s₁², …, sₙ², together with m − n zeros.

This follows by reading the roots from the factorised polynomial: the roots of a non-zero product are those of its factors taken together. `Multiset.replicate` supplies the extra zeros, and `+` joins the two multisets. If some overlap sᵢ vanishes, it contributes a further zero, so n is needed to tell how many zeros belong to orbital pairs. For orthonormal A, n is the trace of P.

In a program that works with non-orthogonal atomic orbitals with overlap matrix S, the matrix to diagonalise is P S Q S, where P = A Aᴴ and Q = B Bᴴ are now built from the orbital coefficients A and B in that basis. A closed-shell density stored with the occupation factor 2 must first be halved. Transforming to an orthonormal basis turns the product into S^(1/2) P S Q S^(1/2), which is similar to P S Q S and has the same eigenvalues. This route is convenient when only densities have been stored. When the orbitals are available, a singular value decomposition of the n × n matrix Aᴴ S B gives the sᵢ directly. It is also more accurate for very small overlaps: an overlap of 10⁻⁹ appears in the density product as 10⁻¹⁸, below the rounding error of double precision relative to an eigenvalue near 1.

## Independence of the choice of orbitals

```lean
/-- Two pairs of orbital sets with the same densities have the same corresponding overlaps,
counted with multiplicity. -/
theorem overlaps_determined_by_densities {A B A' B' : Matrix ι κ ℂ}
    {U V U' V' : Matrix κ κ ℂ} {s s' : κ → ℝ}
    (h : IsCorresponding A B U V s) (h' : IsCorresponding A' B' U' V' s')
    (hP : density A = density A') (hQ : density B = density B') :
    Finset.univ.val.map s = Finset.univ.val.map s' := by
  have e := charpoly_density_mul A B
  rw [hP, hQ, charpoly_density_mul A' B', charpoly_overlap h, charpoly_overlap h'] at e
  have e2 := congrArg Polynomial.roots (mul_left_cancel₀ (pow_ne_zero _ X_ne_zero) e)
  rw [roots_prod_linear, roots_prod_linear] at e2
  -- recover each non-negative overlap from its square
  have back : ∀ t : κ → ℝ, (∀ i, 0 ≤ t i) →
      (Finset.univ.val.map (fun i => (t i : ℂ) ^ 2)).map (fun z => Real.sqrt z.re)
        = Finset.univ.val.map t := by
    intro t ht
    rw [Multiset.map_map]
    refine Multiset.map_congr rfl fun i _ => ?_
    change Real.sqrt (((t i : ℂ) ^ 2).re) = t i
    rw [← Complex.ofReal_pow, Complex.ofReal_re, Real.sqrt_sq (ht i)]
  rw [← back s h.nonneg, ← back s' h'.nonneg, e2]
```

Suppose A, B and A′, B′ are two descriptions with the same densities, each brought to corresponding form. The theorem says that the overlaps s and s′ agree as multisets: the same numbers with the same multiplicities, possibly in another order. In particular, replacing A by AW with W unitary leaves A Aᴴ unchanged, so the corresponding overlaps are unaffected by how the orbitals of a set are mixed among themselves.

By hand, both descriptions have the same PQ. The exchange identity for each gives

X^m · ∏ᵢ (X − s′ᵢ²) = X^m · ∏ᵢ (X − sᵢ²).

Cancelling X^m and comparing roots shows that the squares agree as multisets. Since sᵢ ≥ 0, each overlap is the square root of its square, so the overlaps agree too. The step `back` carries out this last recovery; it takes a real part first because the roots are stored as complex numbers. No orthonormality is required, since X^m cancels whatever the sizes of m and n.

The sign condition is needed. For m = n = 1 and A = B = 1, the choice U = V = 1 gives s = 1, while U = 1, V = −1 would give s = −1 with the same densities. The condition sᵢ ≥ 0 excludes the second choice; it fixes the relative phase of every pair whose overlap is not zero.

## Two orbitals in three dimensions

```lean
/-- An orbital set consisting of the first two basis vectors of a three-dimensional space. -/
def exA : Matrix (Fin 3) (Fin 2) ℂ := !![1, 0; 0, 1; 0, 0]
```

The notation `!![…]` lists a matrix row by row, with semicolons between rows. `Fin 3` and `Fin 2` are index sets with three and two elements. The columns of `exA` are the first two basis vectors,

a₁ = (1, 0, 0), a₂ = (0, 1, 0).

```lean
/-- A second orbital set, listed in the opposite order and partly tilted out of the first. -/
def exB : Matrix (Fin 3) (Fin 2) ℂ := !![0, 1; 3/5, 0; 4/5, 0]
```

The columns of `exB` are

b₁ = (0, 3/5, 4/5), b₂ = (1, 0, 0).

The second coincides with a₁, and the first is tilted from a₂ towards the third axis.

```lean
/-- The sets `exA` and `exB` are orthonormal, and exchanging the orbitals of `exB` gives
corresponding orbitals with overlaps `1` and `3/5`. -/
theorem isCorresponding_witness :
    exAᴴ * exA = 1 ∧ exBᴴ * exB = 1 ∧
      IsCorresponding exA exB 1 !![0, 1; 1, 0] ![1, 3/5] := by
  refine ⟨?_, ?_, ?_, ?_, ?_, ?_⟩
  · ext i j
    fin_cases i <;> fin_cases j <;> simp [exA, Matrix.mul_apply, Fin.sum_univ_succ]
  · have h3 : (starRingEnd ℂ) 3 = 3 := Complex.conj_eq_iff_real.mpr ⟨3, by norm_num⟩
    have h4 : (starRingEnd ℂ) 4 = 4 := Complex.conj_eq_iff_real.mpr ⟨4, by norm_num⟩
    have h5 : (starRingEnd ℂ) 5 = 5 := Complex.conj_eq_iff_real.mpr ⟨5, by norm_num⟩
    ext i j
    fin_cases i <;> fin_cases j <;>
      simp [exB, Matrix.mul_apply, Fin.sum_univ_succ, h3, h4, h5]
    norm_num
  · simp
  · ext i j
    fin_cases i <;> fin_cases j <;> simp [Matrix.mul_apply, Fin.sum_univ_succ]
  · intro i
    fin_cases i <;> simp
    norm_num
  · rw [Matrix.mul_one]
    ext i j
    fin_cases i <;> fin_cases j <;>
      simp [exA, exB, Matrix.mul_apply, Fin.sum_univ_succ]

end

end CorrespondingOverlaps
```

The symbol `∧` means "and": both sets are orthonormal, and they are in corresponding form for U = 1 and V the exchange of two columns. By hand, b₁ has squared norm 9/25 + 16/25 = 1 and is orthogonal to b₂. The overlap matrix Aᴴ B has rows (0, 1) and (3/5, 0). Exchanging its columns gives

Aᴴ B V = diag(1, 3/5).

The proof treats the six conditions in turn. The condition Uᴴ U = 1 is immediate for U = 1, and `simp` closes it. For the other matrix equations, `ext i j` reduces the claim to entries, `fin_cases` runs through all index values, and `simp` and `norm_num` do the arithmetic.

The spectral formula then gives charpoly(PQ) = X(X − 1)(X − 9/25) for this pair: one squared overlap of 1 for the shared orbital, one of 9/25 for the tilted pair, and one zero for the remaining dimension.

```lean
#print axioms CorrespondingOverlaps.roots_density_mul
#print axioms CorrespondingOverlaps.overlaps_determined_by_densities
```

```
'CorrespondingOverlaps.roots_density_mul' depends on axioms: [propext, Classical.choice, Quot.sound]
'CorrespondingOverlaps.overlaps_determined_by_densities' depends on axioms: [propext, Classical.choice, Quot.sound]
```
